# At fixed shift, kinetic preconditioning bounds the spread of free-electron excitations uniformly in the cutoff, but not uniformly in the cell length

In a one-dimensional periodic cell, the two lowest excitation energies of a free electron are $e_1$ and $e_2=4e_1$, each belonging to plane waves. Their ratio is 4. Replace each energy $e$ by $e/(e+\tau)$, with the shift $\tau$ equal to $e_1$. The values become $1/2$ and $4/5$, with ratio $8/5$. Further plane waves can only push the largest value towards 1, so the ratio stays below 2. Now double the cell length and keep $\tau$. The lowest excitation falls to $\tau/4$, its preconditioned value falls to $1/5$, and the ceiling on the ratio rises from 2 to 5. The preconditioner controls the top of the spectrum, while the bottom still depends on the cell.

```lean
import Mathlib

open Real Filter Topology

namespace KineticPreconditioner

noncomputable section
```

## Excitations in a periodic cell

In atomic units a free electron with wave number $q$ has energy $q^2/2$. Periodicity over a length $L$ allows $q=2\pi n/L$, so the excitation energies above the constant state are
$$e_n=\frac{2\pi^2n^2}{L^2},\qquad n\ge 1.$$
The waves $n$ and $-n$ are degenerate, and listing one of each pair leaves the ratio of extremes unchanged. The model is one-dimensional and non-interacting, with no external potential and zero Bloch wave vector.

```lean
/-- Excitation energy, in atomic units, of the `n`-th plane wave of a free electron in a
periodic cell of length `L ≠ 0`. -/
def excitation (L : ℝ) (n : ℕ) : ℝ := 2 * π ^ 2 * (n : ℝ) ^ 2 / L ^ 2
```

The preconditioned value is $p_n=e_n/(e_n+\tau)$. The shift $\tau>0$ is a chosen energy scale: well above it $p_n\approx1$, and well below it $p_n\approx e_n/\tau$, so low excitations are merely rescaled.

```lean
/-- The excitation energy after kinetic preconditioning with shift `τ`, on the domain where
the excitation energy plus `τ` is nonzero. -/
def preconditioned (L τ : ℝ) (n : ℕ) : ℝ := excitation L n / (excitation L n + τ)
```

The spread of a sequence $f$ is its largest value divided by its smallest over $n=1,\dots,N+1$. The Lean index `N` therefore stands for $N+1$ plane waves, and the set is never empty. In the code `sup'` and `inf'` are the true maximum and minimum over this set, not the end values by definition.

```lean
/-- The largest of the values `f 1, ..., f (N + 1)` divided by the smallest, on the domain
where the smallest is nonzero. -/
def spread (f : ℕ → ℝ) (N : ℕ) : ℝ :=
  (Finset.Icc 1 (N + 1)).sup' ⟨1, by simp⟩ f / (Finset.Icc 1 (N + 1)).inf' ⟨1, by simp⟩ f
```

For the preconditioned free-electron operator, which is diagonal in plane waves, this spread is the condition number on the listed modes. Such ratios enter convergence estimates for iterative solvers in plane-wave electronic structure; here the ratio is computed for free electrons only, and no convergence rate is derived.

## Ordered values reduce the spread to two end points

For $L>0$ and $n\ge1$, every factor of $e_n$ is positive, hence $e_n>0$.

```lean
/-- In a cell of positive length every plane wave with `n ≥ 1` has positive excitation energy. -/
theorem excitation_pos {L : ℝ} (hL : 0 < L) {n : ℕ} (hn : 1 ≤ n) : 0 < excitation L n := by
  have hn' : (0 : ℝ) < n := by exact_mod_cast hn
  unfold excitation
  positivity
```

If $m\le n$, then $m^2\le n^2$, hence $e_m\le e_n$.

```lean
/-- The excitation energy does not decrease with the index of the plane wave. -/
theorem excitation_mono (L : ℝ) {m n : ℕ} (h : m ≤ n) : excitation L m ≤ excitation L n := by
  have h' : (m : ℝ) ≤ n := by exact_mod_cast h
  unfold excitation
  gcongr
```

When $f_1\le f_2\le\dots\le f_{N+1}$, the maximum is $f_{N+1}$ and the minimum is $f_1$, so the spread is $f_{N+1}/f_1$. The proof establishes each equality by two inequalities: the end value bounds all the others, and it is itself one of the values.

```lean
/-- For values that do not decrease from `n = 1` on, the spread is the last value divided by
the first. -/
theorem spread_eq_last_div_first (f : ℕ → ℝ) (N : ℕ)
    (hf : ∀ m n, 1 ≤ m → m ≤ n → f m ≤ f n) : spread f N = f (N + 1) / f 1 := by
  unfold spread
  congr 1
  · apply le_antisymm
    · exact Finset.sup'_le _ _ fun n hn =>
        hf n (N + 1) (Finset.mem_Icc.mp hn).1 (Finset.mem_Icc.mp hn).2
    · exact Finset.le_sup' f (Finset.mem_Icc.mpr ⟨by omega, le_rfl⟩)
  · apply le_antisymm
    · exact Finset.inf'_le f (Finset.mem_Icc.mpr ⟨le_rfl, by omega⟩)
    · exact Finset.le_inf' _ _ fun n hn => hf 1 n le_rfl (Finset.mem_Icc.mp hn).1
```

Without preconditioning this gives
$$\frac{e_{N+1}}{e_1}=(N+1)^2,$$
which grows with the cutoff and doesn't depend on $L$ at a fixed number of waves.

```lean
/-- Without preconditioning, the spread of the first `N + 1` excitations in a cell of positive
length is `(N + 1) ^ 2`. -/
theorem spread_excitation {L : ℝ} (hL : 0 < L) (N : ℕ) :
    spread (excitation L) N = ((N : ℝ) + 1) ^ 2 := by
  rw [spread_eq_last_div_first _ N fun m n _ h => excitation_mono L h,
    div_eq_iff (excitation_pos hL le_rfl).ne']
  unfold excitation
  push_cast
  ring
```

## The exact preconditioned spread

For $0<a\le b$, cross-multiplication turns $a/(a+\tau)\le b/(b+\tau)$ into $ab+a\tau\le ab+b\tau$, which holds because $a\tau\le b\tau$. The preconditioned values are therefore ordered too. Writing $p_n=1/(1+\tau/e_n)$ and using $\tau/e_1=\tau L^2/(2\pi^2)$, we obtain
$$\frac{p_{N+1}}{p_1}=\frac{1+\tau/e_1}{1+\tau/e_{N+1}}
=\frac{1+\tau L^2/(2\pi^2)}{1+\tau/e_{N+1}}.$$

In the proof, `hmono` is the cross-multiplication, `hfirst` evaluates $\tau/e_1$, and the equations named `e1` and `e2` (not the energies $e_1$ and $e_2$) put the two sums over common denominators.

```lean
/-- The exact spread of the first `N + 1` preconditioned excitations, for positive cell length
and positive shift. -/
theorem spread_preconditioned {L τ : ℝ} (hL : 0 < L) (hτ : 0 < τ) (N : ℕ) :
    spread (preconditioned L τ) N =
      (1 + τ * L ^ 2 / (2 * π ^ 2)) / (1 + τ / excitation L (N + 1)) := by
  -- preconditioning preserves the order of the excitations
  have hmono : ∀ m n, 1 ≤ m → m ≤ n → preconditioned L τ m ≤ preconditioned L τ n := by
    intro m n hm hmn
    have h1 := excitation_pos hL hm
    have h2 := excitation_pos hL (hm.trans hmn)
    have h3 := mul_le_mul_of_nonneg_right (excitation_mono L hmn) hτ.le
    unfold preconditioned
    rw [div_le_div_iff₀ (by linarith) (by linarith)]
    linarith [mul_comm (excitation L m) (excitation L n),
      mul_add (excitation L m) (excitation L n) τ, mul_add (excitation L n) (excitation L m) τ]
  have ha := excitation_pos hL (le_refl 1)
  have hb := excitation_pos hL (show 1 ≤ N + 1 by omega)
  have hfirst : τ * L ^ 2 / (2 * π ^ 2) = τ / excitation L 1 := by
    unfold excitation
    rw [Nat.cast_one, one_pow, mul_one, div_div_eq_mul_div]
  have e1 : 1 + τ / excitation L 1 = (excitation L 1 + τ) / excitation L 1 := by
    rw [add_div, div_self ha.ne']
  have e2 : 1 + τ / excitation L (N + 1) =
      (excitation L (N + 1) + τ) / excitation L (N + 1) := by
    rw [add_div, div_self hb.ne']
  rw [spread_eq_last_div_first _ N hmono, hfirst, e1, e2]
  unfold preconditioned
  rw [div_div_div_eq, div_div_div_eq]
  ring
```

For example, let $L=10$ bohr and $\tau=1$ hartree. Then $e_1\approx0.197$ hartree, and the numerator is about $6.07$. Ten plane waves reach $e_{10}\approx19.7$ hartree and have spread $6.066/1.0507\approx5.77$, against 100 without preconditioning. Twenty waves give about $5.99$, against 400. In a cell of 20 bohr, twenty waves reach the same highest energy of $19.7$ hartree, but the preconditioned spread is about $20.2$.

## A ceiling that the spread approaches as the cutoff grows

Since $\tau/e_{N+1}>0$, the denominator exceeds 1, and the spread lies strictly below $1+\tau L^2/(2\pi^2)$. Moreover,
$$\frac{\tau}{e_{N+1}}=\frac{\tau L^2}{2\pi^2}\,\frac{1}{(N+1)^2}\longrightarrow0,$$
so the denominator tends to 1 and the spread tends to that ceiling. The theorem states both facts for each fixed $L>0$ and $\tau>0$; `Tendsto … atTop` is the limit $N\to\infty$. In the proof, `h` is the displayed limit and `h2` carries it through the quotient.

```lean
/-- For positive cell length and shift, the spread of the preconditioned excitations lies below
`1 + τ L² / (2 π²)` for every number of plane waves, and tends to this value as that number
grows. -/
theorem spread_preconditioned_lt_and_tendsto {L τ : ℝ} (hL : 0 < L) (hτ : 0 < τ) :
    (∀ N, spread (preconditioned L τ) N < 1 + τ * L ^ 2 / (2 * π ^ 2)) ∧
      Tendsto (spread (preconditioned L τ)) atTop (𝓝 (1 + τ * L ^ 2 / (2 * π ^ 2))) := by
  constructor
  · intro N
    have hb := excitation_pos hL (show 1 ≤ N + 1 by omega)
    have hq : 0 < τ / excitation L (N + 1) := div_pos hτ hb
    rw [spread_preconditioned hL hτ]
    exact div_lt_self (by positivity) (by linarith)
  · -- the shift becomes negligible against the highest excitation
    have h : Tendsto (fun N : ℕ => τ / excitation L (N + 1)) atTop (𝓝 0) := by
      have h0 := ((tendsto_one_div_add_atTop_nhds_zero_nat (𝕜 := ℝ)).pow 2).const_mul
        (τ * L ^ 2 / (2 * π ^ 2))
      have hz : τ * L ^ 2 / (2 * π ^ 2) * (0 : ℝ) ^ 2 = 0 := by ring
      rw [hz] at h0
      refine h0.congr fun N => ?_
      have hN : (N : ℝ) + 1 ≠ 0 := by positivity
      unfold excitation
      push_cast
      field_simp
    have h2 : Tendsto
        (fun N : ℕ => (1 + τ * L ^ 2 / (2 * π ^ 2)) / (1 + τ / excitation L (N + 1)))
        atTop (𝓝 ((1 + τ * L ^ 2 / (2 * π ^ 2)) / (1 + 0))) :=
      tendsto_const_nhds.div (tendsto_const_nhds.add h) (by norm_num)
    rw [add_zero, div_one] at h2
    exact h2.congr fun N => (spread_preconditioned hL hτ N).symm
```

The same argument, done by hand, applies to any non-decreasing sequence of positive energies: the preconditioned spread is below $1+\tau/e_1$, and it tends to this value if the energies grow without bound. This more general statement is not among the Lean theorems.

## Long cells at fixed energy

To compare cells of different length, fix an energy $E>0$ that the highest excitation must reach. If $e_{N+1}\ge E$, then $1+\tau/e_{N+1}\le1+\tau/E$, and the exact formula gives
$$\frac{p_{N+1}}{p_1}\ge\frac{1+\tau L^2/(2\pi^2)}{1+\tau/E}
=\frac{E}{E+\tau}\left(1+\frac{\tau L^2}{2\pi^2}\right).$$
The last line of the `calc` block is this comparison of denominators.

```lean
/-- For positive cell length and shift, if the highest excitation is at least `E > 0`, the
preconditioned spread is at least the fraction `E / (E + τ)` of `1 + τ L² / (2 π²)`. -/
theorem le_spread_preconditioned {L τ E : ℝ} (hL : 0 < L) (hτ : 0 < τ) (hE : 0 < E) {N : ℕ}
    (hN : E ≤ excitation L (N + 1)) :
    E / (E + τ) * (1 + τ * L ^ 2 / (2 * π ^ 2)) ≤ spread (preconditioned L τ) N := by
  have hb := excitation_pos hL (show 1 ≤ N + 1 by omega)
  have e1 : 1 + τ / E = (E + τ) / E := by rw [add_div, div_self hE.ne']
  rw [spread_preconditioned hL hτ]
  calc E / (E + τ) * (1 + τ * L ^ 2 / (2 * π ^ 2))
      = (1 + τ * L ^ 2 / (2 * π ^ 2)) / (1 + τ / E) := by
        rw [e1, div_div_eq_mul_div]
        ring
    _ ≤ (1 + τ * L ^ 2 / (2 * π ^ 2)) / (1 + τ / excitation L (N + 1)) := by gcongr
```

The lower bound equals $E/(E+\tau)+kL^2$ with
$$k=\frac{E\tau}{2\pi^2(E+\tau)}>0.$$
Given any number $C$, choose $L_0=1+|C|/k$. For $L\ge L_0$ we have $L\ge1$, and therefore
$$kL^2\ge kL\ge k+|C|>C.$$
The spread then exceeds $C$. These inequalities are `hquad` and `hlin` in the proof.

The length `L₀` is chosen before `N`, so one length serves every cutoff that reaches $E$, however many further waves are included. Some demand on the highest excitation is needed, because a single plane wave has spread 1 in every cell. The shift is also fixed before the length: if $\tau$ were instead scaled as $1/L^2$, the ceiling would be the same for all cells.

```lean
/-- At fixed shift `τ > 0` and fixed energy `E > 0`, the preconditioned spread exceeds any given
number `C` in all sufficiently long cells whose highest excitation is at least `E`. -/
theorem spread_preconditioned_unbounded {τ E : ℝ} (hτ : 0 < τ) (hE : 0 < E) (C : ℝ) :
    ∃ L₀ : ℝ, 0 < L₀ ∧ ∀ L, L₀ ≤ L → ∀ N, E ≤ excitation L (N + 1) →
      C < spread (preconditioned L τ) N := by
  -- `k` is the coefficient of the quadratic growth with the cell length
  obtain ⟨k, hk⟩ : ∃ k : ℝ, k = E / (E + τ) * τ / (2 * π ^ 2) := ⟨_, rfl⟩
  have hkpos : 0 < k := by rw [hk]; positivity
  have hq : 0 ≤ |C| / k := by positivity
  refine ⟨1 + |C| / k, by linarith, fun L hL N hN => ?_⟩
  have hL1 : 1 ≤ L := by linarith
  have h := le_spread_preconditioned (by linarith) hτ hE hN
  have hlin : k + |C| ≤ k * L := by
    calc k + |C| = k * (1 + |C| / k) := by field_simp
      _ ≤ k * L := mul_le_mul_of_nonneg_left hL hkpos.le
  have hquad : k * L ≤ k * L ^ 2 := mul_le_mul_of_nonneg_left (by nlinarith) hkpos.le
  have hsplit : E / (E + τ) * (1 + τ * L ^ 2 / (2 * π ^ 2)) = E / (E + τ) + k * L ^ 2 := by
    rw [hk]
    ring
  have hfrac : 0 < E / (E + τ) := by positivity
  linarith [le_abs_self C]

end

end KineticPreconditioner
```

```lean
#print axioms KineticPreconditioner.spread_excitation
#print axioms KineticPreconditioner.spread_preconditioned_lt_and_tendsto
#print axioms KineticPreconditioner.le_spread_preconditioned
#print axioms KineticPreconditioner.spread_preconditioned_unbounded
```

```
'KineticPreconditioner.spread_excitation' depends on axioms: [propext, Classical.choice, Quot.sound]
'KineticPreconditioner.spread_preconditioned_lt_and_tendsto' depends on axioms: [propext, Classical.choice, Quot.sound]
'KineticPreconditioner.le_spread_preconditioned' depends on axioms: [propext, Classical.choice, Quot.sound]
'KineticPreconditioner.spread_preconditioned_unbounded' depends on axioms: [propext, Classical.choice, Quot.sound]
```
